# The derivative of exp(W(t)) along a differentiable path of complex matrices

## A pulse whose strength is varied

A spin sits in a magnetic field for a fixed duration $\tau$. During the pulse the Hamiltonian $H(\lambda)$ is constant, but it depends on a control parameter $\lambda$, for instance the strength of a transverse field. The evolution operator of the pulse is

$$U(\lambda)=e^{-i\tau H(\lambda)/\hbar}.$$

How does $U$ change when $\lambda$ is varied slightly? For numbers the chain rule would give $e^{W}W'$ with $W=-i\tau H/\hbar$. For matrices the position of $W'$ matters, because the change in the field need not commute with the Hamiltonian already present. The change acts throughout the pulse, and at each intermediate moment part of the evolution lies before it and part after it. This suggests an average over the moment at which $W'$ acts.

## The formula and its reading in Lean

Let $W(t)$ be a complex square matrix depending on a real parameter $t$, with derivative $W'$ at one point $t$. Then $e^{W}$ is differentiable there, and

$$\frac{d}{dt}e^{W(t)}=\int_0^1 e^{sW(t)}\,W'\,e^{(1-s)W(t)}\,ds .$$

No commutation of $W(t)$ with $W'$ is assumed. If they do commute, the integrand is $e^{W(t)}W'$ for every $s$ and the familiar rule returns.

This is `hasDerivAt_exp_path`. The path is `W : ℝ → Matrix n n ℂ`, where `n` is any finite index type labelling the basis states. The hypothesis `HasDerivAt W W' t` says that the path has derivative `W'` at the single point `t`, so `W'` is a fixed matrix and not a function. If $W$ is continuously differentiable on the whole real line, `contDiff_exp_path` says that $e^{W}$ is too.

The letter $t$ labels the path and need not be physical time; in the pulse it is $\lambda$. There $W$ is the complete dimensionless exponent, with $-i\tau/\hbar$ included. If the Hamiltonian varies during the pulse, the evolution operator is a time-ordered exponential, and $e^{W(t)}$ should not be read as the solution of a Schrödinger equation with generator $W(t)$.

The matrices need not be Hermitian or anti-Hermitian, so real-time evolution and thermal weights are both included. The opened norm is the maximum absolute row sum, and any other matrix norm gives the same derivatives in finite dimension. For a spin the matrix description is complete; for a particle in space, replacing the Hamiltonian by its matrix in a finite basis is a step that the hypotheses leave to the user.

For a finite-dimensional system with one real control parameter, the formula gives the derivative of the evolution operator of a constant-Hamiltonian pulse. Such derivatives can be used in gradient-based design of piecewise-constant pulses.

## Comparing two exponentials

For matrices $A$, $B$ and $X$ define

$$D(B,A,X)=\int_0^1 e^{sB}Xe^{(1-s)A}\,ds .$$

In Lean this is `duhamel B A X`, with the matrix in the left exponential written first. Differentiate the integrand by the product rule:

$$\frac{d}{ds}\left(e^{sB}Xe^{(1-s)A}\right)
=e^{sB}BXe^{(1-s)A}-e^{sB}XAe^{(1-s)A}
=e^{sB}(BX-XA)e^{(1-s)A}.$$

Integrating from $0$ to $1$ leaves the end values,

$$D(B,A,BX-XA)=e^{B}X-Xe^{A},$$

and $X=1$ gives Duhamel's formula

$$D(B,A,B-A)=e^{B}-e^{A}.$$

Now set $B=W(u)$ and $A=W(t)$ with $u\neq t$. Since $D$ is linear in its last argument,

$$\frac{e^{W(u)}-e^{W(t)}}{u-t}
=D\!\left(W(u),\,W(t),\,\frac{W(u)-W(t)}{u-t}\right).$$

This identity is exact for every $u\neq t$. As $u\to t$, the first argument tends to $W(t)$, because a differentiable path is continuous, and the last tends to $W'$. The integrand depends continuously on the three matrices and on $s$ together, and $s$ runs over a bounded closed interval, so the integrand converges uniformly in $s$ and the limit may be taken inside the integral. The result is $D(W(t),W(t),W')$, which is the stated derivative. If $W'(t)$ is continuous in $t$, then so is $D(W(t),W(t),W'(t))$, and $e^{W}$ is continuously differentiable.

## The trace removes the ordering

Under the trace, cyclicity brings the two exponentials together:

$$\operatorname{tr}\!\left(e^{sW}W'e^{(1-s)W}\right)
=\operatorname{tr}\!\left(e^{(1-s)W}e^{sW}W'\right)
=\operatorname{tr}\!\left(e^{W}W'\right).$$

The two exponents are multiples of the same matrix, so they commute and add. Nothing depends on $s$ any more, and

$$\frac{d}{dt}\operatorname{tr}e^{W(t)}=\operatorname{tr}\!\left(e^{W(t)}W'\right).$$

For a system with finitely many states at fixed inverse temperature $\beta$, take $W=-\beta H(\lambda)$. The partition function $Z=\operatorname{tr}e^{-\beta H}$ then obeys $dZ/d\lambda=-\beta\operatorname{tr}(e^{-\beta H}H')$, even when $H'$ does not commute with $H$.

## A two-level example where both simple rules fail

Let $\sigma_+$ be the matrix whose only nonzero entry is a $1$ in the upper right corner, let $\sigma_-$ be its transpose, and let $\sigma_z=\mathrm{diag}(1,-1)$. Consider $W(u)=\sigma_++u\sigma_z$ at $u=0$. Since $\sigma_+^2=0$, the exponential series stops at $e^{\sigma_+}=1+\sigma_+$. With $\sigma_+\sigma_--\sigma_-\sigma_+=\sigma_z$, the identity for $D$ gives the derivative

$$D(\sigma_+,\sigma_+,\sigma_z)=e^{\sigma_+}\sigma_--\sigma_-e^{\sigma_+}
=\sigma_+\sigma_--\sigma_-\sigma_+=\sigma_z .$$

The two simple candidates are

$$e^{\sigma_+}\sigma_z=\sigma_z-\sigma_+,\qquad
\sigma_ze^{\sigma_+}=\sigma_z+\sigma_+ ,$$

and neither equals $\sigma_z$. This exponent is not anti-Hermitian, so the example concerns the matrix identity and not a unitary pulse.

## The complete Lean file

```lean
import Mathlib

open Matrix Filter Topology
open NormedSpace (exp)
open scoped Matrix.Norms.Operator

namespace ExponentialMapDerivative

variable {n : Type*} [Fintype n] [DecidableEq n]

/-- The Duhamel integral of the matrices `B`, `A` and `X`: the integral of `exp(sB) X exp((1-s)A)`
over `s` in `[0,1]`. -/
noncomputable def duhamel (B A X : Matrix n n ℂ) : Matrix n n ℂ :=
  ∫ s in (0 : ℝ)..1, exp (s • B) * X * exp ((1 - s) • A)

/-- The Duhamel integrand `exp(sB) X exp((1-s)A)` depends continuously on the matrices `B`, `A` and
`X` and the real number `s` jointly. -/
theorem continuous_integrand :
    Continuous fun p : (Matrix n n ℂ × Matrix n n ℂ × Matrix n n ℂ) × ℝ =>
      exp (p.2 • p.1.1) * p.1.2.2 * exp ((1 - p.2) • p.1.2.1) := by
  have he : Continuous (fun A : Matrix n n ℂ => exp A) := NormedSpace.exp_continuous
  have h1 : Continuous fun p : (Matrix n n ℂ × Matrix n n ℂ × Matrix n n ℂ) × ℝ =>
      exp (p.2 • p.1.1) :=
    he.comp (continuous_snd.smul (continuous_fst.comp continuous_fst))
  have h2 : Continuous fun p : (Matrix n n ℂ × Matrix n n ℂ × Matrix n n ℂ) × ℝ =>
      exp ((1 - p.2) • p.1.2.1) :=
    he.comp ((continuous_const.sub continuous_snd).smul
      (continuous_fst.comp (continuous_snd.comp continuous_fst)))
  exact (h1.mul (continuous_snd.comp (continuous_snd.comp continuous_fst))).mul h2

/-- The Duhamel integral depends continuously on its three matrices jointly. -/
theorem continuous_duhamel :
    Continuous fun p : Matrix n n ℂ × Matrix n n ℂ × Matrix n n ℂ =>
      duhamel p.1 p.2.1 p.2.2 := by
  unfold duhamel
  exact intervalIntegral.continuous_parametric_intervalIntegral_of_continuous'
    continuous_integrand 0 1

/-- The derivative of `exp(sB) X exp((1-s)A)` with respect to `s` is
`exp(sB) (BX - XA) exp((1-s)A)`. -/
theorem hasDerivAt_interpolation (B A X : Matrix n n ℂ) (s : ℝ) :
    HasDerivAt (fun u : ℝ => exp (u • B) * X * exp ((1 - u) • A))
      (exp (s • B) * (B * X - X * A) * exp ((1 - s) • A)) s := by
  have h1 : HasDerivAt (fun u : ℝ => exp (u • B)) (exp (s • B) * B) s :=
    hasDerivAt_exp_smul_const B s
  have h2 : HasDerivAt (fun u : ℝ => exp ((1 - u) • A)) (-(A * exp ((1 - s) • A))) s :=
    ((hasDerivAt_exp_smul_const' A (1 - s)).scomp s
      ((hasDerivAt_id' s).const_sub 1)).congr_deriv (neg_one_smul ℝ _)
  exact ((h1.mul_const X).fun_mul h2).congr_deriv (by noncomm_ring)

/-- The Duhamel integral of `BX - XA` is `exp(B) X - X exp(A)`. -/
theorem duhamel_intertwine (B A X : Matrix n n ℂ) :
    duhamel B A (B * X - X * A) = exp B * X - X * exp A := by
  have hp : Continuous fun s : ℝ => ((B, A, B * X - X * A), s) :=
    continuous_const.prodMk continuous_id
  have hc : Continuous fun s : ℝ => exp (s • B) * (B * X - X * A) * exp ((1 - s) • A) := by
    have h := continuous_integrand.comp hp
    exact h
  have h := intervalIntegral.integral_eq_sub_of_hasDerivAt
    (fun s _ => hasDerivAt_interpolation B A X s) (hc.intervalIntegrable 0 1)
  have hends : exp ((1 : ℝ) • B) * X * exp ((1 - (1 : ℝ)) • A)
      - exp ((0 : ℝ) • B) * X * exp ((1 - (0 : ℝ)) • A) = exp B * X - X * exp A := by simp
  exact h.trans hends

/-- Duhamel's formula: `exp(B) - exp(A)` is the Duhamel integral of `B`, `A` and the difference
`B - A`. -/
theorem duhamel_sub (B A : Matrix n n ℂ) : duhamel B A (B - A) = exp B - exp A := by
  have h := duhamel_intertwine B A 1
  rwa [mul_one, one_mul, mul_one, one_mul] at h

/-- Derivative of the exponential map: if `W` has derivative `W'` at `t`, then `exp(W)` has
derivative `∫₀¹ exp(sW(t)) W' exp((1-s)W(t)) ds` there. -/
theorem hasDerivAt_exp_path {W : ℝ → Matrix n n ℂ} {W' : Matrix n n ℂ} {t : ℝ}
    (hW : HasDerivAt W W' t) :
    HasDerivAt (fun u => exp (W u))
      (∫ s in (0 : ℝ)..1, exp (s • W t) * W' * exp ((1 - s) • W t)) t := by
  have hs := hasDerivAt_iff_tendsto_slope.mp hW
  have hc : Tendsto W (𝓝[≠] t) (𝓝 (W t)) :=
    hW.continuousAt.tendsto.mono_left nhdsWithin_le_nhds
  have key := (continuous_duhamel.tendsto (W t, W t, W')).comp
    (hc.prodMk_nhds ((tendsto_const_nhds (x := W t)).prodMk_nhds hs))
  refine hasDerivAt_iff_tendsto_slope.mpr (key.congr fun u => ?_)
  -- the difference quotient of `exp W` is a Duhamel integral of that of `W`
  have hsmul : ∀ (c : ℝ) (X : Matrix n n ℂ),
      duhamel (W u) (W t) (c • X) = c • duhamel (W u) (W t) X := by
    intro c X
    have e : ∀ s : ℝ, exp (s • W u) * (c • X) * exp ((1 - s) • W t)
        = c • (exp (s • W u) * X * exp ((1 - s) • W t)) := by
      intro s
      rw [mul_smul_comm, smul_mul_assoc]
    exact (intervalIntegral.integral_congr fun s _ => e s).trans
      (intervalIntegral.integral_smul c _)
  have hq : duhamel (W u) (W t) ((u - t)⁻¹ • (W u - W t))
      = (u - t)⁻¹ • (exp (W u) - exp (W t)) := by
    rw [hsmul, duhamel_sub]
  exact (congrArg (duhamel (W u) (W t)) (slope_def_module W t u)).trans
    (hq.trans (slope_def_module (fun v => exp (W v)) t u).symm)

/-- If the matrix path `W` is continuously differentiable on the real line, so is `exp(W)`. -/
theorem contDiff_exp_path {W : ℝ → Matrix n n ℂ} (hW : ContDiff ℝ 1 W) :
    ContDiff ℝ 1 fun t => exp (W t) := by
  obtain ⟨hd, h'⟩ := contDiff_one_iff_deriv.mp hW
  have hD := fun t => hasDerivAt_exp_path (hd t).hasDerivAt
  refine contDiff_one_iff_deriv.mpr ⟨fun t => (hD t).differentiableAt, ?_⟩
  have hc := continuous_duhamel.comp (hd.continuous.prodMk (hd.continuous.prodMk h'))
  exact hc.congr fun t => (hD t).deriv.symm

/-- Under the trace the ordering is immaterial: if `W` has derivative `W'` at `t`, then
`tr exp(W)` has derivative `tr(exp(W(t)) W')` there. -/
theorem hasDerivAt_trace_exp {W : ℝ → Matrix n n ℂ} {W' : Matrix n n ℂ} {t : ℝ}
    (hW : HasDerivAt W W' t) :
    HasDerivAt (fun u => trace (exp (W u))) (trace (exp (W t) * W')) t := by
  let T : Matrix n n ℂ →L[ℝ] ℂ := ⟨traceLinearMap n ℝ ℂ, continuous_id.matrix_trace⟩
  have hp : Continuous fun s : ℝ => ((W t, W t, W'), s) :=
    continuous_const.prodMk continuous_id
  have hc : Continuous fun s : ℝ => exp (s • W t) * W' * exp ((1 - s) • W t) := by
    have h := continuous_integrand.comp hp
    exact h
  -- cyclicity brings the two exponentials together, and their product is `exp (W t)`
  have key : ∀ s : ℝ, trace (exp (s • W t) * W' * exp ((1 - s) • W t))
      = trace (exp (W t) * W') := by
    intro s
    have hcomm : Commute ((1 - s) • W t) (s • W t) :=
      ((Commute.refl (W t)).smul_left _).smul_right _
    have hsum : (1 - s) • W t + s • W t = W t := by
      rw [← add_smul, sub_add_cancel, one_smul]
    have hE : exp ((1 - s) • W t) * exp (s • W t) = exp (W t) :=
      (Matrix.exp_add_of_commute _ _ hcomm).symm.trans (congrArg (fun A => exp A) hsum)
    have hM : exp ((1 - s) • W t) * (exp (s • W t) * W') = exp (W t) * W' := by
      rw [← mul_assoc, hE]
    exact (trace_mul_comm _ _).trans (congrArg trace hM)
  have hT := T.hasFDerivAt.comp_hasDerivAt t (hasDerivAt_exp_path hW)
  refine hT.congr_deriv ?_
  calc T (∫ s in (0 : ℝ)..1, exp (s • W t) * W' * exp ((1 - s) • W t))
      = ∫ s in (0 : ℝ)..1, T (exp (s • W t) * W' * exp ((1 - s) • W t)) :=
        (T.intervalIntegral_comp_comm (hc.intervalIntegrable 0 1)).symm
    _ = ∫ _s in (0 : ℝ)..1, trace (exp (W t) * W') :=
        intervalIntegral.integral_congr fun s _ => key s
    _ = trace (exp (W t) * W') := by simp

/-- A matrix with `A² = 0` has the exponential `exp(A) = 1 + A`. -/
theorem exp_of_sq_zero {A : Matrix n n ℂ} (hA : A * A = 0) : exp A = 1 + A := by
  have h1 : ∀ s : ℝ, exp (s • A) * A = A := by
    intro s
    have h := duhamel_intertwine (s • A) 0 A
    have h0 : duhamel (s • A) 0 0 = 0 := by simp [duhamel]
    rw [smul_mul_assoc, hA, smul_zero, mul_zero, sub_zero, h0, NormedSpace.exp_zero,
      mul_one] at h
    exact sub_eq_zero.mp h.symm
  have h2 := duhamel_sub A 0
  have h3 : duhamel A 0 (A - 0) = A := by simp [duhamel, h1]
  rw [h3, NormedSpace.exp_zero] at h2
  exact sub_eq_iff_eq_add'.mp h2.symm

/-- The spin-1/2 raising matrix `σ₊`. -/
def raising : Matrix (Fin 2) (Fin 2) ℂ := !![0, 1; 0, 0]

/-- The Pauli matrix `σ_z`. -/
def sigmaZ : Matrix (Fin 2) (Fin 2) ℂ := !![1, 0; 0, -1]

/-- The commuting chain rule fails in general: `exp(σ₊ + u σ_z)` has derivative `σ_z` at
`u = 0`, which is neither `exp(σ₊) σ_z` nor `σ_z exp(σ₊)`. -/
theorem naive_chain_rule_fails :
    HasDerivAt (fun u : ℝ => exp (raising + u • sigmaZ)) sigmaZ 0 ∧
      exp raising * sigmaZ ≠ sigmaZ ∧ sigmaZ * exp raising ≠ sigmaZ := by
  have hexp : exp raising = 1 + raising := exp_of_sq_zero (by
    ext i j
    fin_cases i <;> fin_cases j <;> simp [raising, Matrix.mul_apply, Fin.sum_univ_succ])
  -- `σ_z` is the commutator of `σ₊` with the lowering matrix
  have hz : raising * !![0, 0; 1, 0] - !![0, 0; 1, 0] * raising = sigmaZ := by
    ext i j
    fin_cases i <;> fin_cases j <;> simp [raising, sigmaZ]
  have hD : duhamel raising raising sigmaZ = sigmaZ := by
    have h := duhamel_intertwine raising raising !![0, 0; 1, 0]
    rw [hz, hexp, add_mul, mul_add, one_mul, mul_one, add_sub_add_left_eq_sub, hz] at h
    exact h
  refine ⟨?_, ?_, ?_⟩
  · have hW : HasDerivAt (fun u : ℝ => raising + u • sigmaZ) sigmaZ 0 :=
      (((hasDerivAt_id' (0 : ℝ)).smul_const sigmaZ).const_add raising).congr_deriv
        (one_smul ℝ sigmaZ)
    refine (hasDerivAt_exp_path hW).congr_deriv ?_
    rw [zero_smul, add_zero]
    exact hD
  · intro h
    rw [hexp, add_mul, one_mul, add_eq_left] at h
    have h01 := congrFun (congrFun h 0) 1
    simp [raising, sigmaZ, Matrix.mul_apply, Fin.sum_univ_succ] at h01
  · intro h
    rw [hexp, mul_add, mul_one, add_eq_left] at h
    have h01 := congrFun (congrFun h 0) 1
    simp [raising, sigmaZ, Matrix.mul_apply, Fin.sum_univ_succ] at h01

end ExponentialMapDerivative
```

```lean
#print axioms ExponentialMapDerivative.contDiff_exp_path
-- 'ExponentialMapDerivative.contDiff_exp_path' depends on axioms: [propext, Classical.choice, Quot.sound]
#print axioms ExponentialMapDerivative.hasDerivAt_trace_exp
-- 'ExponentialMapDerivative.hasDerivAt_trace_exp' depends on axioms: [propext, Classical.choice, Quot.sound]
#print axioms ExponentialMapDerivative.naive_chain_rule_fails
-- 'ExponentialMapDerivative.naive_chain_rule_fails' depends on axioms: [propext, Classical.choice, Quot.sound]
```

## From the interpolation to the derivative in Lean

`continuous_integrand` proves continuity in the three matrices and $s$ jointly, by composing the continuous exponential with products and scalar multiples. `continuous_duhamel` passes this to the integral through Mathlib's theorem on integrals with parameters.

`hasDerivAt_interpolation` is the product rule in $s$. The minus sign comes from the inner derivative of $1-s$, and `noncomm_ring` collects the two terms without exchanging any factors. `duhamel_intertwine` applies the fundamental theorem of calculus and simplifies the end values; `duhamel_sub` sets $X=1$.

In `hasDerivAt_exp_path`, `hasDerivAt_iff_tendsto_slope` turns differentiability into convergence of the difference quotient as $u\to t$ with $u\neq t$. The step `key` inserts the three convergent arguments into the continuous function `duhamel`. Then `hsmul` moves the factor $(u-t)^{-1}$ through the integral, and `hq` uses Duhamel's formula to identify the result with the difference quotient of $e^{W}$. `contDiff_exp_path` applies this at every point and obtains continuity of the derivative from `continuous_duhamel`.

## The trace and the two-level example in Lean

`hasDerivAt_trace_exp` treats the trace as a continuous real-linear map `T`, which can be applied to the derivative and moved inside the integral. Its own `key` is the cyclicity calculation, with `Matrix.exp_add_of_commute` joining the exponentials. The remaining integral is that of a constant over an interval of length one.

`exp_of_sq_zero` replaces the terminating series by a second use of the interpolation. If $A^2=0$, then `duhamel_intertwine` for the matrices $sA$, $0$ and $A$ gives $0=e^{sA}A-A$. Hence $e^{sA}A=A$ for all real $s$, so $D(A,0,A)=A$, and Duhamel's formula turns this into $e^{A}-1=A$.

In `naive_chain_rule_fails`, `raising` and `sigmaZ` are $\sigma_+$ and $\sigma_z$. The step `hz` is the commutator with $\sigma_-$, and `hD` evaluates the integral from it. For each simple rule, assumed equality with $\sigma_z$ would force $\sigma_+\sigma_z$ or $\sigma_z\sigma_+$ to vanish. The entry in row 0, column 1, the upper right corner in Lean's numbering, is $-1$ in the first product and $1$ in the second, which contradicts this.
